# Amplitude damping of a qubit multiplies survival probabilities and, for nonzero damping, has the ground state as its only fixed state

Suppose a simulation follows a relaxing qubit in two steps, and in each step the excited state decays with probability 0.6. If the two probabilities are added, the total is 1.2 and an initially excited qubit ends with an excited population of −0.2. Suppose instead that the decay term is included but the excited amplitude is not reduced to match. A state with excited population $p$ then leaves a step of decay probability $g$ with trace $1+gp$. And if some second state were left unchanged by the damping, waiting would not reliably reset the qubit to its ground state.

The amplitude damping channel has none of these faults. It preserves the trace, and two uses with decay probabilities $g$ and $h$ amount to one use with probability $1-(1-g)(1-h)$, which is 0.84 in the example. For $g>0$ its only fixed matrix of trace one is the ground state. In a simulation of noisy qubits, the composition law allows consecutive damping steps on a single qubit to be merged, provided that nothing else acts on the qubit between them.

## The qubit and its two Kraus operators

A state is a complex $2\times2$ matrix $\rho$ with entries $\rho_{ij}$, where $i,j\in\{0,1\}$. Index 0 is the ground state and index 1 the excited state, so $\rho_{00}$ and $\rho_{11}$ are the populations and $\rho_{01}$, $\rho_{10}$ the coherences. In Lean this is the type `Matrix (Fin 2) (Fin 2) ℂ`, whose indices also start at 0. The type contains all complex matrices; hermiticity, positivity and unit trace are imposed only where a theorem says so.

```lean
import Mathlib

open Matrix Filter Topology
open scoped ComplexOrder

namespace AmplitudeDamping

noncomputable section
```

The number $g$ is the probability that an excited qubit gives up its quantum to the environment during one use of the channel. It is a given parameter here, not derived from a coupling to a field or a bath. If no quantum is emitted, the excited amplitude is multiplied by the square root of the survival probability $1-g$:

$$K_0=\begin{pmatrix}1&0\\0&\sqrt{1-g}\end{pmatrix}.$$

```lean
/-- The Kraus operator `diag(1, √(1-g))` of amplitude damping: no quantum is emitted. -/
def K0 (g : ℝ) : Matrix (Fin 2) (Fin 2) ℂ :=
  !![1, 0; 0, (Real.sqrt (1 - g) : ℂ)]
```

If a quantum is emitted, the excited state goes to the ground state with amplitude $\sqrt g$. With $E_{01}$ the matrix whose only nonzero entry is a 1 in row 0 and column 1,

$$K_1=\sqrt g\,E_{01}=\begin{pmatrix}0&\sqrt g\\0&0\end{pmatrix}.$$

```lean
/-- The Kraus operator `√g E01` of amplitude damping: the excited state decays to the
ground state. -/
def K1 (g : ℝ) : Matrix (Fin 2) (Fin 2) ℂ :=
  !![0, (Real.sqrt g : ℂ); 0, 0]
```

The environment's record of the emission is not kept, so the two alternatives are summed:

$$D_g(\rho)=K_0\rho K_0^\dagger+K_1\rho K_1^\dagger .$$

The map $D_g$ is `damp g` in the file, and the superscript `ᴴ` is the conjugate transpose.

```lean
/-- The amplitude damping channel with decay probability `g`, in Kraus form. -/
def damp (g : ℝ) (ρ : Matrix (Fin 2) (Fin 2) ℂ) : Matrix (Fin 2) (Fin 2) ℂ :=
  K0 g * ρ * (K0 g)ᴴ + K1 g * ρ * (K1 g)ᴴ
```

No Kraus operator lifts the qubit from the ground state to the excited state. The model therefore describes an environment at zero temperature, and the state it leads to is $\mathrm{diag}(1,0)$.

```lean
/-- The density matrix `diag(1, 0)` of the ground state. -/
def ground : Matrix (Fin 2) (Fin 2) ℂ := !![1, 0; 0, 0]
```

## The two alternatives exhaust the probability

Multiplying out gives

$$K_0^\dagger K_0=\begin{pmatrix}1&0\\0&1-g\end{pmatrix},\qquad K_1^\dagger K_1=\begin{pmatrix}0&0\\0&g\end{pmatrix},$$

and the sum is the identity. The squares of the roots are $1-g$ and $g$ because both numbers are nonnegative, which is where $0\le g\le1$ enters.

```lean
/-- The Kraus operators satisfy the completeness relation `K0† K0 + K1† K1 = 1`. -/
theorem kraus_complete {g : ℝ} (h0 : 0 ≤ g) (h1 : g ≤ 1) :
    (K0 g)ᴴ * K0 g + (K1 g)ᴴ * K1 g = 1 := by
  have hs : (Real.sqrt g : ℂ) * (Real.sqrt g : ℂ) = (g : ℂ) := by
    exact_mod_cast Real.mul_self_sqrt h0
  have ht : (Real.sqrt (1 - g) : ℂ) * (Real.sqrt (1 - g) : ℂ) = 1 - (g : ℂ) := by
    exact_mod_cast Real.mul_self_sqrt (sub_nonneg.2 h1)
  ext i j
  fin_cases i <;> fin_cases j <;>
    simp [K0, K1, Matrix.mul_apply, Fin.sum_univ_two]
  all_goals linear_combination hs + ht
```

The hypotheses `h0` and `h1` are the two bounds on $g$. The facts `hs` and `ht` state the two squared roots as complex identities. After the matrix products are expanded, only the entry in row 1 and column 1 needs them, and adding the two identities settles it.

## Where the population and the coherences go

The no-emission term keeps $\rho_{00}$, multiplies each coherence by $\sqrt{1-g}$, and multiplies $\rho_{11}$ by $1-g$. The emission term has a single nonzero entry, $g\rho_{11}$, in row 0 and column 0. Together,

$$D_g(\rho)=\begin{pmatrix}\rho_{00}+g\rho_{11}&\sqrt{1-g}\,\rho_{01}\\ \sqrt{1-g}\,\rho_{10}&(1-g)\rho_{11}\end{pmatrix}.$$

```lean
/-- The output of the channel, entry by entry: the excited population is multiplied by `1-g`,
the coherences by `√(1-g)`, and the lost population is added to the ground state. -/
theorem damp_apply {g : ℝ} (h0 : 0 ≤ g) (h1 : g ≤ 1) (ρ : Matrix (Fin 2) (Fin 2) ℂ) :
    damp g ρ = !![ρ 0 0 + (g : ℂ) * ρ 1 1, (Real.sqrt (1 - g) : ℂ) * ρ 0 1;
      (Real.sqrt (1 - g) : ℂ) * ρ 1 0, (1 - (g : ℂ)) * ρ 1 1] := by
  have hs : (Real.sqrt g : ℂ) * (Real.sqrt g : ℂ) = (g : ℂ) := by
    exact_mod_cast Real.mul_self_sqrt h0
  have ht : (Real.sqrt (1 - g) : ℂ) * (Real.sqrt (1 - g) : ℂ) = 1 - (g : ℂ) := by
    exact_mod_cast Real.mul_self_sqrt (sub_nonneg.2 h1)
  ext i j
  -- expand the products into entries before inserting the Kraus operators
  simp only [damp, Matrix.add_apply, Matrix.mul_apply, Fin.sum_univ_two,
    Matrix.conjTranspose_apply]
  fin_cases i <;> fin_cases j <;> simp [K0, K1]
  all_goals first
    | ring1
    | linear_combination ρ 1 1 * hs
    | linear_combination ρ 1 1 * ht
```

The theorem `damp_apply` is this matrix equation for every complex $\rho$. The proof writes each entry as a finite sum, inserts the Kraus operators, and treats the four entries separately. The coherences follow by plain algebra; the two diagonal entries use `hs` and `ht`, each multiplied by $\rho_{11}$. Most of the later arguments start from this formula and not from the Kraus operators.

## Trace and positivity

The trace of the output is

$$\rho_{00}+g\rho_{11}+(1-g)\rho_{11}=\rho_{00}+\rho_{11}.$$

What the excited state loses, the ground state gains.

```lean
/-- Amplitude damping preserves the trace of every matrix. -/
theorem trace_damp {g : ℝ} (h0 : 0 ≤ g) (h1 : g ≤ 1) (ρ : Matrix (Fin 2) (Fin 2) ℂ) :
    (damp g ρ).trace = ρ.trace := by
  rw [damp_apply h0 h1, Matrix.trace_fin_two_of, Matrix.trace_fin_two]
  ring
```

The statement covers every matrix, whatever its trace. The proof substitutes the entry formula and leaves the sum above to `ring`.

For positivity, take any vector $v$. If $\rho$ is positive semidefinite, then for each Kraus operator

$$v^\dagger K\rho K^\dagger v=(K^\dagger v)^\dagger\rho\,(K^\dagger v)\ge0,$$

and a sum of two positive semidefinite matrices is again positive semidefinite.

```lean
/-- Amplitude damping maps positive semidefinite matrices to positive semidefinite matrices. -/
theorem damp_posSemidef (g : ℝ) {ρ : Matrix (Fin 2) (Fin 2) ℂ} (hρ : ρ.PosSemidef) :
    (damp g ρ).PosSemidef :=
  (hρ.mul_mul_conjTranspose_same (K0 g)).add (hρ.mul_mul_conjTranspose_same (K1 g))
```

In Lean, `PosSemidef` includes hermiticity. The proof applies the argument to `K0 g` and `K1 g` and adds the results. It needs no bounds on $g$, since it works for any pair of matrices in place of the Kraus operators. Together with trace preservation, it shows that for $0\le g\le1$ density matrices go to density matrices. The theorem concerns the qubit alone; complete positivity, which involves a second system entangled with it, is not stated.

## Survival probabilities multiply

Apply $D_g$ first and $D_h$ second, with both parameters between 0 and 1. The excited population becomes $(1-h)(1-g)\rho_{11}$. Each coherence acquires the factor

$$\sqrt{1-h}\,\sqrt{1-g}=\sqrt{(1-g)(1-h)}.$$

The ground population becomes

$$\rho_{00}+g\rho_{11}+h(1-g)\rho_{11}=\rho_{00}+\bigl[1-(1-g)(1-h)\bigr]\rho_{11}.$$

These are the entries of a single damping with parameter $1-(1-g)(1-h)$. To decay in either step is not to survive both.

```lean
/-- Damping with parameter `g` followed by damping with parameter `h` is damping with
parameter `1 - (1-g)(1-h)`. -/
theorem damp_comp {g h : ℝ} (g0 : 0 ≤ g) (g1 : g ≤ 1) (h0 : 0 ≤ h) (h1 : h ≤ 1)
    (ρ : Matrix (Fin 2) (Fin 2) ℂ) :
    damp h (damp g ρ) = damp (1 - (1 - g) * (1 - h)) ρ := by
  have c0 : 0 ≤ 1 - (1 - g) * (1 - h) := by nlinarith
  have c1 : 1 - (1 - g) * (1 - h) ≤ 1 := by
    nlinarith [mul_nonneg (sub_nonneg.2 g1) (sub_nonneg.2 h1)]
  -- the coherence factors multiply
  have hs : Real.sqrt (1 - (1 - (1 - g) * (1 - h)))
      = Real.sqrt (1 - g) * Real.sqrt (1 - h) := by
    rw [sub_sub_cancel, Real.sqrt_mul (sub_nonneg.2 g1)]
  rw [damp_apply h0 h1, damp_apply g0 g1, damp_apply c0 c1, hs]
  ext i j
  fin_cases i <;> fin_cases j <;> simp
  all_goals ring1
```

The expression `damp h (damp g ρ)` is read from the inside out, so $g$ acts first. The facts `c0` and `c1` show that the combined parameter again lies between 0 and 1, so that the entry formula applies to it. The fact `hs` is the product rule for the square root used above for the coherences. Once all three channels are written in entries, the remaining identities are polynomial ones.

## Without decay, nothing changes

At $g=0$ the entry formula has $\sqrt{1-g}=1$ and no transferred population, so $D_0(\rho)=\rho$ for every $\rho$.

```lean
/-- With parameter `g = 0` the channel leaves every matrix unchanged. -/
theorem damp_zero (ρ : Matrix (Fin 2) (Fin 2) ℂ) : damp 0 ρ = ρ := by
  rw [damp_apply le_rfl zero_le_one]
  ext i j
  fin_cases i <;> fin_cases j <;> simp
```

Every state is then fixed, which is why the uniqueness result below requires $g>0$.

## Only the ground state stays put

Let $0<g\le1$, and suppose that $D_g(\rho)=\rho$ and $\operatorname{tr}\rho=1$. Comparing the coherences and the excited population on both sides gives

$$(\sqrt{1-g}-1)\rho_{01}=0,\qquad(\sqrt{1-g}-1)\rho_{10}=0,\qquad g\rho_{11}=0.$$

Since $1-g<1$, the root is also less than 1, and the factors in front are all nonzero. Hence $\rho_{01}=\rho_{10}=\rho_{11}=0$, and the trace condition leaves $\rho_{00}=1$. Conversely, $\mathrm{diag}(1,0)$ has trace one, and the entry formula returns it unchanged.

```lean
/-- For `0 < g ≤ 1` a matrix is fixed by the channel and has trace one exactly when it is
the ground state `diag(1, 0)`. -/
theorem fixed_iff_ground {g : ℝ} (h0 : 0 < g) (h1 : g ≤ 1) (ρ : Matrix (Fin 2) (Fin 2) ℂ) :
    (damp g ρ = ρ ∧ ρ.trace = 1) ↔ ρ = ground := by
  constructor
  · rintro ⟨hfix, htr⟩
    rw [damp_apply h0.le h1] at hfix
    have e01 : (Real.sqrt (1 - g) : ℂ) * ρ 0 1 = ρ 0 1 := congrFun (congrFun hfix 0) 1
    have e10 : (Real.sqrt (1 - g) : ℂ) * ρ 1 0 = ρ 1 0 := congrFun (congrFun hfix 1) 0
    have e11 : (1 - (g : ℂ)) * ρ 1 1 = ρ 1 1 := congrFun (congrFun hfix 1) 1
    -- the coherences shrink by a factor different from one
    have hlt : Real.sqrt (1 - g) < 1 := (Real.sqrt_lt' one_pos).2 (by linarith)
    have hne : (Real.sqrt (1 - g) : ℂ) - 1 ≠ 0 :=
      sub_ne_zero.2 (by exact_mod_cast hlt.ne)
    have hg : (g : ℂ) ≠ 0 := by exact_mod_cast h0.ne'
    have z01 : ρ 0 1 = 0 :=
      (mul_eq_zero.1 (by linear_combination e01 :
        ((Real.sqrt (1 - g) : ℂ) - 1) * ρ 0 1 = 0)).resolve_left hne
    have z10 : ρ 1 0 = 0 :=
      (mul_eq_zero.1 (by linear_combination e10 :
        ((Real.sqrt (1 - g) : ℂ) - 1) * ρ 1 0 = 0)).resolve_left hne
    have z11 : ρ 1 1 = 0 :=
      (mul_eq_zero.1 (by linear_combination -e11 : (g : ℂ) * ρ 1 1 = 0)).resolve_left hg
    -- the trace fixes the remaining entry
    have z00 : ρ 0 0 = 1 := by
      rw [Matrix.trace_fin_two, z11, add_zero] at htr
      exact htr
    ext i j
    fin_cases i <;> fin_cases j <;> simp [ground, z00, z01, z10, z11]
  · rintro rfl
    refine ⟨?_, by simp [ground, Matrix.trace_fin_two]⟩
    rw [damp_apply h0.le h1]
    ext i j
    fin_cases i <;> fin_cases j <;> simp [ground]
```

The theorem is an equivalence: being fixed with trace one is the same as being `ground`. The search runs over all complex matrices, so the result also excludes fixed matrices of trace one that are not physical states.

In the first half of the proof, `e01`, `e10` and `e11` are the three entry equations. The facts `hne` and `hg` say that the factors are nonzero, and `z01`, `z10` and `z11` are the resulting zeros. The equation for the ground population is never used; the trace supplies `z00` instead. The second half is the direct substitution.

## Many uses of the channel

After $n$ uses the survival probability is $(1-g)^n$, so

$$D_g^{\,n}=D_{1-(1-g)^n}.$$

For $n=0$ the parameter on the right is 0, and both sides are the identity. If the formula holds for $n$, one more damping gives, by the composition law, the parameter

$$1-(1-g)^n(1-g)=1-(1-g)^{n+1}.$$

```lean
/-- Using the channel `n` times is damping with parameter `1 - (1-g)^n`. -/
theorem damp_iterate {g : ℝ} (h0 : 0 ≤ g) (h1 : g ≤ 1) (ρ : Matrix (Fin 2) (Fin 2) ℂ)
    (n : ℕ) : (damp g)^[n] ρ = damp (1 - (1 - g) ^ n) ρ := by
  induction n with
  | zero => simp [damp_zero]
  | succ n ih =>
    have p0 : 0 ≤ (1 - g) ^ n := pow_nonneg (by linarith) n
    have p1 : (1 - g) ^ n ≤ 1 := pow_le_one₀ (by linarith) (by linarith)
    have e : 1 - (1 - (1 - (1 - g) ^ n)) * (1 - g) = 1 - (1 - g) ^ (n + 1) := by ring
    rw [Function.iterate_succ_apply', ih, damp_comp (by linarith) (by linarith) h0 h1, e]
```

The notation `(damp g)^[n]` means the map applied $n$ times. The case `zero` uses `damp_zero`. In the case `succ`, the last use of the channel is split off, the induction hypothesis `ih` replaces the first $n$ uses by one, and `damp_comp` merges the two. The facts `p0` and `p1` keep the intermediate parameter within the range that `damp_comp` requires.

## Repeated damping reaches the ground state

A unique fixed state does not by itself guarantee that repeated use leads there, since the iterates could oscillate around it. The $n$-step formula rules this out. Write $x=(1-g)^n$ for the survival probability after $n$ uses. The state is then

$$F(x)=\begin{pmatrix}\rho_{00}+(1-x)\rho_{11}&\sqrt x\,\rho_{01}\\ \sqrt x\,\rho_{10}&x\rho_{11}\end{pmatrix}.$$

For $0<g\le1$ we have $0\le1-g<1$, so $x\to0$ as $n\to\infty$. Each entry of $F$ is continuous in $x$, and therefore

$$D_g^{\,n}(\rho)\longrightarrow F(0)=\begin{pmatrix}\rho_{00}+\rho_{11}&0\\0&0\end{pmatrix}=(\operatorname{tr}\rho)\,\mathrm{diag}(1,0).$$

For a density matrix the trace is one, and the limit is the ground state itself.

```lean
/-- For `0 < g ≤ 1`, repeated damping drives every matrix, entry by entry, to its trace times
the ground state. -/
theorem tendsto_ground {g : ℝ} (h0 : 0 < g) (h1 : g ≤ 1) (ρ : Matrix (Fin 2) (Fin 2) ℂ)
    (i j : Fin 2) :
    Tendsto (fun n : ℕ => ((damp g)^[n] ρ) i j) atTop (𝓝 ((ρ.trace • ground) i j)) := by
  -- the output as a continuous function of the survival probability x
  let F : ℝ → Matrix (Fin 2) (Fin 2) ℂ := fun x =>
    !![ρ 0 0 + (1 - (x : ℂ)) * ρ 1 1, (Real.sqrt x : ℂ) * ρ 0 1;
      (Real.sqrt x : ℂ) * ρ 1 0, (x : ℂ) * ρ 1 1]
  have hF : ∀ n : ℕ, (damp g)^[n] ρ = F ((1 - g) ^ n) := by
    intro n
    have p0 : 0 ≤ (1 - g) ^ n := pow_nonneg (by linarith) n
    have p1 : (1 - g) ^ n ≤ 1 := pow_le_one₀ (by linarith) (by linarith)
    rw [damp_iterate h0.le h1, damp_apply (by linarith) (by linarith)]
    simp [F]
  have hc : Continuous (fun x : ℝ => F x i j) := by
    fin_cases i <;> fin_cases j <;> simp [F] <;> fun_prop
  have hz : F 0 i j = (ρ.trace • ground) i j := by
    fin_cases i <;> fin_cases j <;> simp [F, ground, Matrix.trace_fin_two]
  have hx : Tendsto (fun n : ℕ => (1 - g) ^ n) atTop (𝓝 0) :=
    tendsto_pow_atTop_nhds_zero_of_lt_one (by linarith) (by linarith)
  rw [← hz]
  simp only [hF]
  exact (hc.tendsto 0).comp hx

end

end AmplitudeDamping
```

The theorem states the limit for each pair of indices `i` and `j`: `Tendsto … atTop` is the limit $n\to\infty$, and `𝓝` marks the value approached. The proof follows the argument above. The fact `hF` identifies the iterates with $F((1-g)^n)$, `hc` is the continuity of an entry, `hz` evaluates it at $x=0$, and `hx` is the decay of the powers. The last line combines continuity with that decay.

The limit concerns a qubit subject to damping alone, with the same $g$ at every use. A drive, a thermal environment that can re-excite the qubit, or a gate between the damping steps would change the map being iterated, and the theorem does not apply to those cases.

```lean
#print axioms AmplitudeDamping.trace_damp
#print axioms AmplitudeDamping.damp_posSemidef
#print axioms AmplitudeDamping.fixed_iff_ground
#print axioms AmplitudeDamping.tendsto_ground
```

```
'AmplitudeDamping.trace_damp' depends on axioms: [propext, Classical.choice, Quot.sound]
'AmplitudeDamping.damp_posSemidef' depends on axioms: [propext, Classical.choice, Quot.sound]
'AmplitudeDamping.fixed_iff_ground' depends on axioms: [propext, Classical.choice, Quot.sound]
'AmplitudeDamping.tendsto_ground' depends on axioms: [propext, Classical.choice, Quot.sound]
```
